# On a half-filled ring with an odd number of occupied plane waves, Wannier orbitals built in phase at an atom or at a bond centre have equal on-site self-repulsion

The Perdew-Zunger correction subtracts a self-interaction energy orbital by orbital, so it can depend on which localised orbitals represent the occupied states. On a ring of atoms, a Wannier orbital may sit on an atom or on a bond. Does the on-site Hubbard self-repulsion, \(\tfrac U2\sum_j |w(j)|^4\), prefer one of them?

For the orbitals below, whose plane waves have equal weights and are in phase at the centre, it does not, provided the ring has enough sites.

```lean
import Mathlib

open Finset ComplexConjugate

namespace WannierSelfRepulsion

noncomputable section
```

## The orbital and its self-repulsion

Number the sites \(j=0,\dots,N-1\) and let \(x\) be any real centre: an integer for an atom, a half-integer for a bond. The basic phase is \(z_j=e^{2\pi i(j-x)/N}\).

```lean
/-- The phase `exp(2πi(j - x)/N)` of the `k = 1` plane wave at site `j`, measured from the centre
`x`, on a ring of `N > 0` sites. -/
def phase (N : ℕ) (x : ℝ) (j : ℕ) : ℂ :=
  Complex.exp (((2 * Real.pi * ((j : ℝ) - x) / N : ℝ) : ℂ) * Complex.I)
```

Occupy the \(m=2n+1\) plane waves with \(|k|\le n\). The orbital is

\[
w_x(j)=\frac1{\sqrt{Nm}}\sum_{k=-n}^{n}z_j^k .
\]

In Lean, `wannier N n x j` is this complex number, with integer powers of `phase`.

```lean
/-- The Wannier orbital centred at `x`, built from the `2n+1` plane waves `|k| ≤ n` on a ring
of `N > 0` sites. -/
def wannier (N n : ℕ) (x : ℝ) (j : ℕ) : ℂ :=
  (∑ k ∈ Icc (-(n : ℤ)) n, phase N x j ^ k) / ((√((N : ℝ) * (2 * n + 1)) : ℝ) : ℂ)
```

The self-repulsion in units of \(U/2\) is \(\sum_j|w_x(j)|^4\).

```lean
/-- The on-site self-repulsion of the Wannier orbital, in units of `U/2`: the sum over the
ring of the squared site density. -/
def selfRepulsion (N n : ℕ) (x : ℝ) : ℝ := ∑ j ∈ range N, ‖wannier N n x j‖ ^ 4
```

The fourth power will require the square of a geometric sum with exponents \(0,\dots,p\). There, \(z^s\) occurs once for each pair \(a+b=s\) with \(0\le a,b\le p\), which makes \(t_p(s)=\min(s+1,2p+1-s)\) times.

```lean
/-- The triangular weight `min(s+1, 2p+1-s)`, for `s ≤ 2p`. -/
def weight (p s : ℕ) : ℕ := min (s + 1) (2 * p + 1 - s)
```

## Orthogonality with a shifted origin

Write \(z_j=\zeta^jz_0\) with \(\zeta=e^{2\pi i/N}\). For distinct \(s,t<N\), the ratio \(r=\zeta^{s-t}\) satisfies \(r\ne1\) and \(r^N=1\), so \((r-1)\sum_j r^j=0\) and the plane waves are orthogonal. Expanding the square then gives, for \(L\le N\),

\[
\sum_{j<N}\Bigl|\sum_{s<L}c_sz_j^s\Bigr|^2=N\sum_{s<L}|c_s|^2 .
\]

The centre has disappeared. In the proof, `orth` is the orthogonality step, and the last `calc` exchanges the sums.

```lean
/-- Parseval's identity on the ring, for a superposition of at most `N` successive plane waves
with an arbitrary real origin `x`. -/
theorem parseval {N L : ℕ} (hL : L ≤ N) (x : ℝ) (c : ℕ → ℂ) :
    ∑ j ∈ range N, ‖∑ s ∈ range L, c s * phase N x j ^ s‖ ^ 2
      = N * ∑ s ∈ range L, ‖c s‖ ^ 2 := by
  have hsq : ∀ z : ℂ, (‖z‖ : ℂ) ^ 2 = z * conj z := fun z => by
    rw [Complex.mul_conj, Complex.normSq_eq_norm_sq, Complex.ofReal_pow]
  -- distinct plane waves are orthogonal
  have orth : ∀ s t : ℕ, s < N → t < N →
      ∑ j ∈ range N, phase N x j ^ s * conj (phase N x j ^ t)
        = if s = t then (N : ℂ) else 0 := by
    intro s t hs ht
    split_ifs with h
    · subst h
      have h1 : ∀ j ∈ range N, phase N x j ^ s * conj (phase N x j ^ s) = 1 := by
        intro j _
        have hz : ‖phase N x j‖ = 1 := Complex.norm_exp_ofReal_mul_I _
        rw [← hsq, norm_pow, hz]
        simp
      rw [sum_congr rfl h1]
      simp
    · have hN : N ≠ 0 := by omega
      have hp : ∀ j, phase N x j
          = Complex.exp (2 * Real.pi * Complex.I / N) ^ j * phase N x 0 := by
        intro j
        unfold phase
        rw [← Complex.exp_nat_mul, ← Complex.exp_add]
        congr 1
        push_cast
        ring
      have hζ := Complex.isPrimitiveRoot_exp N hN
      generalize Complex.exp (2 * Real.pi * Complex.I / N) = ζ at hp hζ
      have hn : ‖ζ‖ = 1 := (pow_eq_one_iff_of_nonneg (norm_nonneg _) hN).1
        (by rw [← norm_pow, hζ.pow_eq_one, norm_one])
      have hc : ζ * conj ζ = 1 := by rw [← hsq, hn]; simp
      have hr : ζ ^ s * conj ζ ^ t ≠ 1 := by
        intro h1
        apply h
        apply hζ.pow_inj hs ht
        calc ζ ^ s = ζ ^ s * (ζ * conj ζ) ^ t := by rw [hc, one_pow, mul_one]
          _ = (ζ ^ s * conj ζ ^ t) * ζ ^ t := by rw [mul_pow]; ring
          _ = ζ ^ t := by rw [h1, one_mul]
      have hrN : (ζ ^ s * conj ζ ^ t) ^ N = 1 := by
        calc (ζ ^ s * conj ζ ^ t) ^ N = (ζ ^ N) ^ s * (conj (ζ ^ N)) ^ t := by
              rw [map_pow]; ring
          _ = 1 := by rw [hζ.pow_eq_one]; simp
      have hg := geom_sum_mul (ζ ^ s * conj ζ ^ t) N
      rw [hrN, sub_self] at hg
      calc _ = (phase N x 0 ^ s * conj (phase N x 0) ^ t)
            * ∑ j ∈ range N, (ζ ^ s * conj ζ ^ t) ^ j := by
              rw [mul_sum]
              refine sum_congr rfl fun j _ => ?_
              rw [hp j]
              simp only [map_pow, map_mul]
              ring
        _ = 0 := by rw [(mul_eq_zero.1 hg).resolve_right (sub_ne_zero.2 hr), mul_zero]
  apply Complex.ofReal_injective
  push_cast
  simp only [hsq]
  calc _ = ∑ j ∈ range N, ∑ s ∈ range L, ∑ t ∈ range L,
        c s * conj (c t) * (phase N x j ^ s * conj (phase N x j ^ t)) := by
          refine sum_congr rfl fun j _ => ?_
          rw [map_sum, sum_mul_sum]
          refine sum_congr rfl fun s _ => sum_congr rfl fun t _ => ?_
          rw [map_mul]
          ring
    _ = ∑ s ∈ range L, ∑ t ∈ range L, c s * conj (c t) *
        ∑ j ∈ range N, phase N x j ^ s * conj (phase N x j ^ t) := by
          rw [sum_comm]
          refine sum_congr rfl fun s _ => ?_
          rw [sum_comm]
          exact sum_congr rfl fun t _ => (mul_sum _ _ _).symm
    _ = ∑ s ∈ range L, (N : ℂ) * (c s * conj (c s)) := by
          refine sum_congr rfl fun s hs => ?_
          have hs' := (mem_range.1 hs).trans_le hL
          rw [sum_eq_single s]
          · rw [orth s s hs' hs', if_pos rfl]
            ring
          · intro t ht hts
            rw [orth s t hs' ((mem_range.1 ht).trans_le hL), if_neg (Ne.symm hts), mul_zero]
          · intro h
            exact absurd hs h
    _ = _ := by rw [mul_sum]
```

Shifting \(k=a-n\) extracts a factor \(z_j^{-n}\) of modulus one. With \(S_j=\sum_{a=0}^{m-1}z_j^a\), this gives \(|w_x(j)|^2=|S_j|^2/(Nm)\). The reindexing is done by `sum_nbij'`.

```lean
/-- The site density of the Wannier orbital is the squared modulus of a geometric sum of
`2n+1` phases, divided by `N(2n+1)`. -/
theorem wannier_norm_sq (N n : ℕ) (x : ℝ) (j : ℕ) :
    ‖wannier N n x j‖ ^ 2
      = ‖∑ a ∈ range (2 * n + 1), phase N x j ^ a‖ ^ 2 / (N * (2 * n + 1)) := by
  have hz : ‖phase N x j‖ = 1 := Complex.norm_exp_ofReal_mul_I _
  have h0 : phase N x j ≠ 0 := Complex.exp_ne_zero _
  -- shift the band so that it starts at k = 0
  have hsum : ∑ k ∈ Icc (-(n : ℤ)) n, phase N x j ^ k
      = phase N x j ^ (-(n : ℤ)) * ∑ a ∈ range (2 * n + 1), phase N x j ^ a := by
    rw [mul_sum]
    symm
    refine sum_nbij' (fun a : ℕ => (a : ℤ) - n) (fun k : ℤ => (k + n).toNat) ?_ ?_ ?_ ?_ ?_
    · intro a ha
      simp only [mem_range, mem_Icc] at *
      omega
    · intro a ha
      simp only [mem_range, mem_Icc] at *
      omega
    · intro a ha
      simp only [mem_range] at *
      omega
    · intro a ha
      simp only [mem_Icc] at *
      omega
    · intro a _
      show phase N x j ^ (-(n : ℤ)) * phase N x j ^ a = phase N x j ^ ((a : ℤ) - n)
      rw [← zpow_natCast (phase N x j) a, ← zpow_add₀ h0]
      congr 1
      ring
  unfold wannier
  rw [hsum, norm_div, norm_mul, norm_zpow, hz, one_zpow, one_mul, div_pow, Complex.norm_real,
    Real.norm_eq_abs, sq_abs, Real.sq_sqrt (by positivity)]
```

Conjugation sends \(z_j^k\) to \(z_j^{-k}\), which only reorders the band, so \(w_x\) is real and \(|w_x|^4=w_x^4\). If \(m\le N\), Parseval with unit coefficients gives \(\sum_j|S_j|^2=Nm\), hence normalisation.

```lean
/-- When the ring has at least as many sites as there are plane waves in the band, the Wannier
orbital is real at every site and normalised. -/
theorem wannier_real_normalized {N n : ℕ} (hN : 2 * n + 1 ≤ N) (x : ℝ) :
    (∀ j, conj (wannier N n x j) = wannier N n x j) ∧
      ∑ j ∈ range N, ‖wannier N n x j‖ ^ 2 = 1 := by
  constructor
  · intro j
    have hz : ‖phase N x j‖ = 1 := Complex.norm_exp_ofReal_mul_I _
    have hc : conj (phase N x j) = (phase N x j)⁻¹ := eq_inv_of_mul_eq_one_left (by
      rw [mul_comm, Complex.mul_conj, Complex.normSq_eq_norm_sq, hz]
      simp)
    unfold wannier
    rw [map_div₀, map_sum, Complex.conj_ofReal]
    congr 1
    -- conjugation exchanges k and -k
    refine sum_nbij' (fun k : ℤ => -k) (fun k : ℤ => -k) ?_ ?_ ?_ ?_ ?_
    · intro k hk
      simp only [mem_Icc] at *
      omega
    · intro k hk
      simp only [mem_Icc] at *
      omega
    · intro k _
      exact neg_neg k
    · intro k _
      exact neg_neg k
    · intro k _
      rw [map_zpow₀, hc, inv_zpow']
  · have h := parseval hN x (fun _ => 1)
    simp only [one_mul, norm_one, one_pow, sum_const, card_range, nsmul_eq_mul, mul_one] at h
    have hN0 : (0 : ℝ) < N := by exact_mod_cast (by omega : 0 < N)
    simp only [wannier_norm_sq]
    rw [← sum_div, h]
    push_cast
    exact div_self (by positivity)
```

## Triangular coefficients

Going from \(p\) to \(p+1\) raises each old weight by one and adds a one at each end: \(t_{p+1}(s+1)=t_p(s)+1\) for \(0\le s\le2p\). The lemma states this for sums of an arbitrary function of weight and position.

```lean
/-- Widening the triangle by one step raises every old weight by one and adds a weight one at
each end. -/
theorem sum_weight_succ {R : Type*} [AddCommMonoid R] (f : ℕ → ℕ → R) (p : ℕ) :
    ∑ s ∈ range (2 * (p + 1) + 1), f (weight (p + 1) s) s
      = ∑ s ∈ range (2 * p + 1), f (weight p s + 1) (s + 1) + f 1 0 + f 1 (2 * p + 1 + 1) := by
  have e0 : weight (p + 1) 0 = 1 := by unfold weight; omega
  have e1 : weight (p + 1) (2 * p + 1 + 1) = 1 := by unfold weight; omega
  have e2 : ∀ s ∈ range (2 * p + 1),
      f (weight (p + 1) (s + 1)) (s + 1) = f (weight p s + 1) (s + 1) := by
    intro s hs
    have hs' := mem_range.1 hs
    have e : weight (p + 1) (s + 1) = weight p s + 1 := by unfold weight; omega
    rw [e]
  rw [show 2 * (p + 1) + 1 = 2 * p + 1 + 1 + 1 by ring, sum_range_succ, sum_range_succ',
    e0, e1, sum_congr rfl e2]
```

Let \(G_p=\sum_{a=0}^p z^a\). Since \(G_{p+1}=G_p+z^{p+1}=zG_p+1\),

\[
G_{p+1}^2=zG_p^2+G_p+z^{p+1}G_{p+1}=zG_p^2+\sum_{s=0}^{2p+2}z^s .
\]

This is the same recursion, so induction gives \(G_p^2=\sum_{s=0}^{2p}t_p(s)z^s\). The final `linear_combination` combines the two forms of \(G_{p+1}\) with the split geometric sum `h3`.

```lean
/-- The square of a geometric sum of `p+1` terms has the triangular weights as coefficients. -/
theorem geom_sum_sq {R : Type*} [CommRing R] (z : R) (p : ℕ) :
    (∑ a ∈ range (p + 1), z ^ a) ^ 2 = ∑ s ∈ range (2 * p + 1), (weight p s : R) * z ^ s := by
  induction p with
  | zero => simp [weight]
  | succ p ih =>
    have h1 : ∑ a ∈ range (p + 1 + 1), z ^ a = ∑ a ∈ range (p + 1), z ^ a + z ^ (p + 1) :=
      sum_range_succ _ _
    have h2 : ∑ a ∈ range (p + 1 + 1), z ^ a = z * ∑ a ∈ range (p + 1), z ^ a + 1 :=
      geom_sum_succ
    have h3 : z * ∑ a ∈ range (2 * p + 1), z ^ a + 1
        = (1 + z ^ (p + 1)) * ∑ a ∈ range (p + 1), z ^ a := by
      rw [← geom_sum_succ, show 2 * p + 1 + 1 = (p + 1) + (p + 1) by ring, sum_range_add,
        add_mul, one_mul, mul_sum]
      exact congrArg _ (sum_congr rfl fun i _ => pow_add z (p + 1) i)
    have h4 : ∑ s ∈ range (2 * p + 1), ((weight p s + 1 : ℕ) : R) * z ^ (s + 1)
        = z * ∑ s ∈ range (2 * p + 1), (weight p s : R) * z ^ s
          + z * ∑ s ∈ range (2 * p + 1), z ^ s := by
      rw [mul_sum, mul_sum, ← sum_add_distrib]
      refine sum_congr rfl fun s _ => ?_
      push_cast
      ring
    rw [sum_weight_succ (fun a s => (a : R) * z ^ s) p, h4, ← ih, Nat.cast_one]
    linear_combination (∑ a ∈ range (p + 1 + 1), z ^ a + z ^ (p + 1)) * h1
      + (∑ a ∈ range (p + 1), z ^ a) * h2 - h3
```

Setting \(z=1\) gives \(\sum_s t_p(s)=(p+1)^2\). Hence \(Q_p=\sum_s t_p(s)^2\) obeys

\[
Q_{p+1}=Q_p+2(p+1)^2+(2p+1)+2,\qquad Q_0=1,
\]

with solution \(Q_p=(2M^3+M)/3\), \(M=p+1\).

```lean
/-- The squared triangular weights add up to `(2m³ + m)/3` with `m = p+1`. -/
theorem sum_weight_sq (p : ℕ) :
    3 * ∑ s ∈ range (2 * p + 1), (weight p s : ℝ) ^ 2 = 2 * ((p : ℝ) + 1) ^ 3 + (p + 1) := by
  induction p with
  | zero => norm_num [weight]
  | succ p ih =>
    have h1 := geom_sum_sq (1 : ℝ) p
    simp only [one_pow, mul_one, sum_const, card_range, nsmul_eq_mul] at h1
    push_cast at h1
    have h2 : ∑ s ∈ range (2 * p + 1), ((weight p s + 1 : ℕ) : ℝ) ^ 2
        = ∑ s ∈ range (2 * p + 1), (weight p s : ℝ) ^ 2
          + 2 * ∑ s ∈ range (2 * p + 1), (weight p s : ℝ) + (2 * p + 1) := by
      have h3 : ∀ s ∈ range (2 * p + 1), ((weight p s + 1 : ℕ) : ℝ) ^ 2
          = (weight p s : ℝ) ^ 2 + 2 * (weight p s : ℝ) + 1 := by
        intro s _
        push_cast
        ring
      rw [sum_congr rfl h3, sum_add_distrib, sum_add_distrib, ← mul_sum]
      simp
    rw [sum_weight_succ (fun a _ => (a : ℝ) ^ 2) p, h2]
    push_cast
    linear_combination ih - 6 * h1
```

## The centre drops out

Take \(p=m-1=2n\). Then \(|w_x(j)|^4=|S_j^2|^2/(Nm)^2\), and \(S_j^2\) has the triangular coefficients.

```lean
/-- The self-repulsion is a sum over sites of the squared modulus of a plane-wave
superposition with triangular weights. -/
theorem selfRepulsion_eq (N n : ℕ) (x : ℝ) :
    selfRepulsion N n x = (∑ j ∈ range N, ‖∑ s ∈ range (2 * (2 * n) + 1),
      (weight (2 * n) s : ℂ) * phase N x j ^ s‖ ^ 2) / ((N : ℝ) * (2 * n + 1)) ^ 2 := by
  unfold selfRepulsion
  rw [sum_div]
  refine sum_congr rfl fun j _ => ?_
  rw [← geom_sum_sq (phase N x j) (2 * n), norm_pow,
    show ‖wannier N n x j‖ ^ 4 = (‖wannier N n x j‖ ^ 2) ^ 2 by ring, wannier_norm_sq, div_pow]
```

There are \(2m-1=4n+1\) coefficients. If \(N\ge2m-1\), Parseval applies:

\[
\sum_j|w_x(j)|^4=\frac{N(2m^3+m)/3}{N^2m^2}=\frac{2m^2+1}{3Nm}.
\]

```lean
/-- With `m = 2n+1` plane waves on a ring of at least `2m-1` sites, the self-repulsion is
`(2m²+1)/(3Nm)` for every real centre `x`. -/
theorem selfRepulsion_const {N n : ℕ} (hN : 4 * n + 1 ≤ N) (x : ℝ) :
    selfRepulsion N n x = (2 * (2 * (n : ℝ) + 1) ^ 2 + 1) / (3 * N * (2 * n + 1)) := by
  have hN0 : (0 : ℝ) < N := by exact_mod_cast (by omega : 0 < N)
  have h := parseval (show 2 * (2 * n) + 1 ≤ N by omega) x (fun s => (weight (2 * n) s : ℂ))
  simp only [Complex.norm_natCast] at h
  have hs := sum_weight_sq (2 * n)
  push_cast at hs
  rw [selfRepulsion_eq, h, div_eq_div_iff (by positivity) (by positivity)]
  linear_combination (N : ℝ) ^ 2 * (2 * n + 1) * hs
```

Half filling means \(N=2m\), and the value becomes \(1/3+1/(6m^2)\). In the theorem, `hm` encodes odd \(m\), and `x` is unrestricted.

For \(m=3\), \(N=6\), the unnormalised amplitudes \(1+2\cos(\pi(j-x)/3)\) are \(3,2,0,-1,0,2\) at \(x=0\). At \(x=\tfrac12\) they are \(1+\sqrt3\), \(1\) and \(1-\sqrt3\), each twice. Both sets have fourth powers summing to 114, and \(114/18^2=19/54=1/3+1/54\).

Thus, for these plane-wave orbitals at half filling with odd \(m\), the on-site self-repulsion alone does not favour any centre \(x\). The result concerns neither other unitary mixings of the occupied states nor the exchange-correlation part of the Perdew-Zunger correction.

```lean
/-- At half filling, with `m` odd and `N = 2m` sites, the self-repulsion is `1/3 + 1/(6m²)` for
every real centre `x`, whether on an atom, on a bond or elsewhere. -/
theorem selfRepulsion_half_filling {m n : ℕ} (hm : m = 2 * n + 1) (x : ℝ) :
    selfRepulsion (2 * m) n x = 1 / 3 + 1 / (6 * (m : ℝ) ^ 2) := by
  subst hm
  rw [selfRepulsion_const (by omega)]
  push_cast
  rw [div_add_div _ _ (by norm_num) (by positivity),
    div_eq_div_iff (by positivity) (by positivity)]
  ring
```

## One site fewer than the bound

At \(N=2m-2=4n\), with \(n>0\), the highest power is constant on the ring: \(z_j^{4n}=e^{-2\pi ix}=u\). It folds onto the constant term, so \(|1+u|^2=2+2\cos2\pi x\) replaces \(1+1\) in the sum of squares. Dividing the extra \(2\cos2\pi x\) by \(Nm^2\) gives

\[
\sum_j|w_x(j)|^4=\frac{2m^2+1}{3Nm}+\frac{\cos2\pi x}{2nm^2}.
\]

Atom centres now have the larger self-repulsion, so the bound \(N\ge2m-1\) cannot be lowered by one for \(m>1\). In Lean, `hfold` performs the folding and `hcs` computes the new squared coefficients before Parseval is used with exactly \(N\) terms.

```lean
/-- With `m = 2n+1 > 1` plane waves on a ring of only `2m-2 = 4n` sites, the self-repulsion
depends on the centre through a term proportional to `cos(2πx)`. -/
theorem selfRepulsion_threshold {n : ℕ} (hn : 0 < n) (x : ℝ) :
    selfRepulsion (4 * n) n x = (2 * (2 * (n : ℝ) + 1) ^ 2 + 1) / (3 * (4 * n) * (2 * n + 1))
      + Real.cos (2 * Real.pi * x) / (2 * n * (2 * n + 1) ^ 2) := by
  have hn0 : (0 : ℝ) < n := by exact_mod_cast hn
  -- the highest plane wave is a constant u on the ring
  obtain ⟨u, hu, hnorm⟩ : ∃ u : ℂ, (∀ j, phase (4 * n) x j ^ (4 * n) = u) ∧
      ‖1 + u‖ ^ 2 = 2 + 2 * Real.cos (2 * Real.pi * x) := by
    refine ⟨Complex.exp (((-(2 * Real.pi * x) : ℝ) : ℂ) * Complex.I), fun j => ?_, ?_⟩
    · have h4 : (4 * (n : ℂ)) ≠ 0 := by
        exact_mod_cast (by omega : 4 * n ≠ 0)
      have hinv := mul_inv_cancel₀ h4
      have he : ((4 * n : ℕ) : ℂ)
          * (((2 * Real.pi * ((j : ℝ) - x) / (4 * n : ℕ) : ℝ) : ℂ) * Complex.I)
          = ((-(2 * Real.pi * x) : ℝ) : ℂ) * Complex.I
            + (j : ℂ) * (2 * Real.pi * Complex.I) := by
        push_cast
        linear_combination (2 * (Real.pi : ℂ) * ((j : ℂ) - x) * Complex.I) * hinv
      unfold phase
      rw [← Complex.exp_nat_mul, he, Complex.exp_add, Complex.exp_nat_mul _ j,
        Complex.exp_two_pi_mul_I, one_pow, mul_one]
    · rw [Complex.sq_norm, Complex.normSq_apply]
      simp only [Complex.add_re, Complex.add_im, Complex.one_re, Complex.one_im,
        Complex.exp_ofReal_mul_I_re, Complex.exp_ofReal_mul_I_im, Real.cos_neg, Real.sin_neg]
      linear_combination Real.sin_sq_add_cos_sq (2 * Real.pi * x)
  have w0 : weight (2 * n) 0 = 1 := by unfold weight; omega
  have w1 : weight (2 * n) (4 * n) = 1 := by unfold weight; omega
  have h0 : 0 ∈ range (4 * n) := mem_range.2 (by omega)
  obtain ⟨c, hc⟩ : ∃ c : ℕ → ℂ, ∀ s, c s = (weight (2 * n) s : ℂ) + if s = 0 then u else 0 :=
    ⟨_, fun _ => rfl⟩
  -- fold the highest plane wave onto the constant one
  have hfold : ∀ j, ∑ s ∈ range (2 * (2 * n) + 1),
      (weight (2 * n) s : ℂ) * phase (4 * n) x j ^ s
      = ∑ s ∈ range (4 * n), c s * phase (4 * n) x j ^ s := by
    intro j
    simp only [hc, add_mul, sum_add_distrib, ite_mul, zero_mul]
    rw [sum_ite_eq', if_pos h0, show 2 * (2 * n) + 1 = 4 * n + 1 by ring, sum_range_succ,
      w1, hu j]
    simp
  have hcs : ∀ s ∈ range (4 * n), ‖c s‖ ^ 2 = (weight (2 * n) s : ℝ) ^ 2
      + if s = 0 then 1 + 2 * Real.cos (2 * Real.pi * x) else 0 := by
    intro s _
    rw [hc]
    by_cases h : s = 0
    · subst h
      rw [if_pos rfl, if_pos rfl, w0, Nat.cast_one, Nat.cast_one, hnorm]
      ring
    · rw [if_neg h, if_neg h, add_zero, add_zero, Complex.norm_natCast]
  have hs := sum_weight_sq (2 * n)
  rw [show 2 * (2 * n) + 1 = 4 * n + 1 by ring, sum_range_succ, w1] at hs
  push_cast at hs
  have hQ : ∑ s ∈ range (4 * n), ‖c s‖ ^ 2
      = (2 * (2 * (n : ℝ) + 1) ^ 3 + (2 * n + 1)) / 3 + 2 * Real.cos (2 * Real.pi * x) := by
    rw [sum_congr rfl hcs, sum_add_distrib, sum_ite_eq', if_pos h0]
    linear_combination hs / 3
  rw [selfRepulsion_eq]
  simp only [hfold]
  rw [parseval le_rfl x c, hQ]
  push_cast
  field_simp
  ring

end

end WannierSelfRepulsion
```

```lean
#print axioms WannierSelfRepulsion.wannier_real_normalized
#print axioms WannierSelfRepulsion.selfRepulsion_half_filling
#print axioms WannierSelfRepulsion.selfRepulsion_threshold
```

```
'WannierSelfRepulsion.wannier_real_normalized' depends on axioms: [propext, Classical.choice, Quot.sound]
'WannierSelfRepulsion.selfRepulsion_half_filling' depends on axioms: [propext, Classical.choice, Quot.sound]
'WannierSelfRepulsion.selfRepulsion_threshold' depends on axioms: [propext, Classical.choice, Quot.sound]
```
